# Row sums of a symmetric pair interaction are all equal exactly when the energy shift under exchange of occupied and empty orbitals depends only on electron number

The theorem `rowSum_const_iff` concerns a finite set of spin orbitals with a real symmetric pair interaction `V`, where a configuration `S` of occupied orbitals has energy equal to half the sum of `V i j` over all `i`, `j` in `S`, diagonal terms included, and there is no one-body energy. It states that the row sums `∑ j, V i j` are the same for every orbital `i` if and only if the energy of the complement of `S` minus that of `S` is the same for all configurations with equally many electrons. For the forward direction, the attempt treats an empty orbital set separately, and otherwise picks an orbital `i₀` and applies `hole_particle` with the row sum of `i₀` as the common value. For the converse, it compares configurations with a single electron, using `pairEnergy_compl`.

Lean 4 with Mathlib refuses this proof:

```lean
import Mathlib

open Finset

namespace RowSumConstIff

noncomputable section

variable {ι : Type*}

/-- Interaction energy of the configuration in which exactly the spin orbitals in `S` are
occupied: half the sum of `V i j` over all `i`, `j` in `S`. -/
def pairEnergy (V : ι → ι → ℝ) (S : Finset ι) : ℝ :=
  (∑ i ∈ S, ∑ j ∈ S, V i j) / 2

variable [Fintype ι]

/-- The sum of the interactions of spin orbital `i` with all spin orbitals of the shell. -/
def rowSum (V : ι → ι → ℝ) (i : ι) : ℝ := ∑ j, V i j

/-- If every row sum of the interaction is `R`, the full shell of `N` spin orbitals has
interaction energy `N R / 2`. -/
theorem pairEnergy_full (V : ι → ι → ℝ) {R : ℝ} (hR : ∀ i, rowSum V i = R) :
    pairEnergy V univ = Fintype.card ι * R / 2 := by
  have h : ∑ i, ∑ j, V i j = ∑ _i : ι, R := sum_congr rfl fun i _ => hR i
  unfold pairEnergy
  rw [h, sum_const, nsmul_eq_mul, card_univ]

variable [DecidableEq ι]

/-- For any symmetric pair interaction, the energy of the complementary configuration is the
energy of `S` plus that of the full shell, minus the row sums of the orbitals in `S`. -/
theorem pairEnergy_compl (V : ι → ι → ℝ) (hV : ∀ i j, V i j = V j i) (S : Finset ι) :
    pairEnergy V Sᶜ = pairEnergy V S + pairEnergy V univ - ∑ i ∈ S, rowSum V i := by
  -- the two occupied-empty blocks are equal by symmetry
  have cross : ∑ i ∈ Sᶜ, ∑ j ∈ S, V i j = ∑ i ∈ S, ∑ j ∈ Sᶜ, V i j := by
    rw [sum_comm]
    exact sum_congr rfl fun i _ => sum_congr rfl fun j _ => hV j i
  -- each row splits into its occupied and its empty part
  have row : ∀ T : Finset ι, ∑ i ∈ T, rowSum V i
      = ∑ i ∈ T, ∑ j ∈ S, V i j + ∑ i ∈ T, ∑ j ∈ Sᶜ, V i j := by
    intro T
    rw [← sum_add_distrib]
    exact sum_congr rfl fun i _ => (sum_add_sum_compl S (V i)).symm
  have total : ∑ i, ∑ j, V i j = ∑ i ∈ S, rowSum V i + ∑ i ∈ Sᶜ, rowSum V i :=
    (sum_add_sum_compl S (rowSum V)).symm
  unfold pairEnergy
  linarith [row S, row Sᶜ]

/-- Hole-particle equivalence: for a symmetric pair interaction on `N` spin orbitals whose row
sums all equal `R`, exchanging occupied and empty orbitals shifts the interaction energy by
`(N - 2 |S|) R / 2`. -/
theorem hole_particle (V : ι → ι → ℝ) (hV : ∀ i j, V i j = V j i) {R : ℝ}
    (hR : ∀ i, rowSum V i = R) (S : Finset ι) :
    pairEnergy V Sᶜ = pairEnergy V S + ((Fintype.card ι : ℝ) - 2 * S.card) * R / 2 := by
  have hS : ∑ i ∈ S, rowSum V i = S.card * R := by
    rw [sum_congr rfl fun i _ => hR i, sum_const, nsmul_eq_mul]
  rw [pairEnergy_compl V hV, pairEnergy_full V hR, hS]
  ring

/-- For a symmetric pair interaction, all row sums are equal if and only if the energy shift
between a configuration and its complement depends only on the number of electrons. -/
theorem rowSum_const_iff (V : ι → ι → ℝ) (hV : ∀ i j, V i j = V j i) :
    (∀ i j, rowSum V i = rowSum V j) ↔
      ∀ S T : Finset ι, S.card = T.card →
        pairEnergy V Sᶜ - pairEnergy V S = pairEnergy V Tᶜ - pairEnergy V T := by
  constructor
  · intro h S T hST
    rcases isEmpty_or_nonempty ι with he | ⟨i₀⟩
    · rw [eq_empty_of_isEmpty S, eq_empty_of_isEmpty T]
    · have hR : ∀ i, rowSum V i = rowSum V i₀ := fun i => h i i₀
      rw [hole_particle V hV hR S, hole_particle V hV hR T, hST]
      ring
  · -- configurations with a single electron already detect the row sums
    intro h i j
    have hij := h {i} {j} (by simp)
    have hi := pairEnergy_compl V hV {i}
    have hj := pairEnergy_compl V hV {j}
    rw [sum_singleton] at hi hj
    linarith

end

end RowSumConstIff
```

Lean reports:

```
Main.lean:71:43: error: Application type mismatch: The argument
  i₀
has type
  Nonempty ι
of sort `Prop` but is expected to have type
  ι
of sort `Type u_1` in the application
  rowSum V i₀
Main.lean:71:62: error: Application type mismatch: The argument
  i₀
has type
  Nonempty ι
of sort `Prop` but is expected to have type
  ι
of sort `Type u_1` in the application
  h i i₀
```

Lean accepts the file once it reads:

```diff
@@ -67,7 +67,8 @@
   constructor
   · intro h S T hST
-    rcases isEmpty_or_nonempty ι with he | ⟨i₀⟩
+    rcases isEmpty_or_nonempty ι with he | hne
     · rw [eq_empty_of_isEmpty S, eq_empty_of_isEmpty T]
-    · have hR : ∀ i, rowSum V i = rowSum V i₀ := fun i => h i i₀
+    · obtain ⟨i₀⟩ := hne
+      have hR : ∀ i, rowSum V i = rowSum V i₀ := fun i => h i i₀
       rw [hole_particle V hV hR S, hole_particle V hV hR T, hST]
       ring
```

Diagnosis. Both messages say the same thing: `i₀` is a proof of `Nonempty ι`, where `rowSum V i₀` and `h i i₀` need an orbital, an element of `ι`.

The fault is in the `rcases` pattern `he | ⟨i₀⟩`. The term `isEmpty_or_nonempty ι` is a disjunction, and in each alternative `rcases` reads a bracketed pattern as the list of arguments of that side's constructor. The right-hand constructor, `Or.inr`, has one such argument, the proof of `Nonempty ι`. The single pair of brackets is therefore used up on `Or.inr`, and `i₀` names the proof itself instead of an element taken from it.

The repair does this in two steps. The case split now names the proof `hne`, and `obtain ⟨i₀⟩ := hne` then opens it. Here the brackets apply to `Nonempty ι` directly, so `i₀` has type `ι` and both applications typecheck. The line defining `hR` is otherwise unchanged; it only moves below the new `obtain`.
